# For positive definite A + B and A − B, the ring equation has at most one real symmetric solution with all eigenvalues strictly between −1 and 1

An eigenvalue condition on a matrix $T$ can refer to the output of a diagonalisation or to vectors. Here it refers to vectors: whenever $Tv=tv$ for a real $v\neq0$, we require $|t|<1$. For real symmetric $T$ this tests the whole spectrum. Positive definiteness is likewise expressed through vectors, as positivity of a quadratic form, so $A$ and $B$ need not be assumed symmetric.

```lean
import Mathlib

open Matrix

namespace RingAmplitudeUniqueness

noncomputable section

variable {n : Type*} [Fintype n]
```

The finite index set `n` labels the particle–hole excitations. All matrices are real and square over this set.

```lean
/-- The ring equation `B + AT + TA + TBT = 0` for the amplitudes `T`. -/
def RingEquation (A B T : Matrix n n ℝ) : Prop :=
  B + A * T + T * A + T * B * T = 0
```

In the random-phase approximation (RPA), $A$ acts within the excitations and $B$ couples them to de-excitations. The amplitudes $T$ solve
$$B+AT+TA+TBT=0.$$

```lean
/-- The quadratic form of `M` is positive on every nonzero real vector. -/
def PositiveForm (M : Matrix n n ℝ) : Prop :=
  ∀ v : n → ℝ, v ≠ 0 → 0 < v ⬝ᵥ M *ᵥ v
```

In Lean, `⬝ᵥ` is the dot product and `*ᵥ` applies a matrix to a vector, so this reads $v\cdot Mv>0$ for all $v\neq0$. Required of $A+B$ and $A-B$, it stands for stability of the reference state against real and imaginary orbital rotations, within the chosen RPA kernel.

```lean
/-- The test on the amplitudes: every real eigenvalue lies strictly between -1 and 1. -/
def PassesTest (T : Matrix n n ℝ) : Prop :=
  ∀ (t : ℝ) (v : n → ℝ), v ≠ 0 → T *ᵥ v = t • v → |t| < 1
```

This is the eigenvalue test from the opening.

```lean
/-- The ring correlation energy `tr(BT)/2`. -/
def ringEnergy (B T : Matrix n n ℝ) : ℝ := (1 / 2) * trace (B * T)
```

The energy is $\tfrac12\operatorname{tr}(BT)$, with the prefactor of direct RPA over spin orbitals, where $B$ holds Coulomb integrals without exchange. Ring coupled cluster with antisymmetrised integrals in $B$ has the prefactor $\tfrac14$ instead.

```lean
/-- If `A + B` and `A - B` have positive quadratic forms and `T` is symmetric, then
`A + BT + TB + TAT` has a positive quadratic form. -/
theorem dressed_positive {A B T : Matrix n n ℝ} (hp : PositiveForm (A + B))
    (hm : PositiveForm (A - B)) (hT : Tᵀ = T) :
    PositiveForm (A + B * T + T * B + T * A * T) := by
  intro v hv
  have hs : ∀ x, v ⬝ᵥ T *ᵥ x = (T *ᵥ v) ⬝ᵥ x := by
    intro x
    rw [Matrix.dotProduct_mulVec, ← Matrix.mulVec_transpose, hT]
  have e : v ⬝ᵥ (A + B * T + T * B + T * A * T) *ᵥ v
      = v ⬝ᵥ A *ᵥ v + v ⬝ᵥ B *ᵥ (T *ᵥ v) + (T *ᵥ v) ⬝ᵥ B *ᵥ v
        + (T *ᵥ v) ⬝ᵥ A *ᵥ (T *ᵥ v) := by
    simp only [Matrix.add_mulVec, dotProduct_add, ← Matrix.mulVec_mulVec, hs]
  rw [e]
  generalize T *ᵥ v = w
  have nonneg : ∀ M : Matrix n n ℝ, PositiveForm M → ∀ x, 0 ≤ x ⬝ᵥ M *ᵥ x := by
    intro M hM x
    by_cases hx : x = 0
    · simp [hx]
    · exact (hM x hx).le
  -- v + w and v - w cannot both vanish
  have hsum : 0 < (v + w) ⬝ᵥ (A + B) *ᵥ (v + w) + (v - w) ⬝ᵥ (A - B) *ᵥ (v - w) := by
    by_cases h : v + w = 0
    · have h' : v - w ≠ 0 := by
        intro h'
        apply hv
        ext i
        have a := congrFun h i
        have b := congrFun h' i
        simp only [Pi.add_apply, Pi.sub_apply, Pi.zero_apply] at a b ⊢
        linarith
      exact add_pos_of_nonneg_of_pos (nonneg _ hp _) (hm _ h')
    · exact add_pos_of_pos_of_nonneg (hp _ h) (nonneg _ hm _)
  simp only [Matrix.add_mulVec, Matrix.sub_mulVec, Matrix.mulVec_add, Matrix.mulVec_sub,
    dotProduct_add, add_dotProduct, dotProduct_sub, sub_dotProduct] at hsum
  linarith
```

Write $P(T)=A+BT+TB+TAT$ and $w=Tv$. Since $T$ is symmetric,
$$\begin{aligned}v\cdot P(T)v&=v\cdot Av+v\cdot Bw+w\cdot Bv+w\cdot Aw\\&=\tfrac12\big[(v+w)\cdot(A+B)(v+w)+(v-w)\cdot(A-B)(v-w)\big].\end{aligned}$$
For $v\neq0$ the vectors $v+w$ and $v-w$ cannot both vanish, so the result is positive. In the code, `e` is the first line and `hsum` the positivity of the bracket.

```lean
/-- If `P` has a positive quadratic form and `X` is not zero, then `tr(XᵀPX)` is positive. -/
theorem trace_form_pos {P X : Matrix n n ℝ} (hP : PositiveForm P) (hX : X ≠ 0) :
    0 < trace (Xᵀ * (P * X)) := by
  have e : trace (Xᵀ * (P * X)) = ∑ j, (fun i => X i j) ⬝ᵥ P *ᵥ (fun i => X i j) := by
    simp [Matrix.trace, Matrix.mul_apply, dotProduct, Matrix.mulVec]
  rw [e]
  apply Finset.sum_pos'
  · intro j _
    by_cases h : (fun i => X i j) = 0
    · simp [h]
    · exact (hP _ h).le
  · by_contra hc
    apply hX
    ext i j
    by_contra hij
    exact hc ⟨j, Finset.mem_univ j, hP _ fun h => hij (congrFun h i)⟩
```

If $x_j$ are the columns of $X$, then $\operatorname{tr}(X^TPX)=\sum_j x_j\cdot Px_j$. No term is negative, and a nonzero column gives a positive one.

```lean
/-- If `P` and `Q` have positive quadratic forms and `P E FFᵀ + CCᵀ E Q = 0`,
then `EF = 0`. -/
theorem sylvester_zero {P Q C F E : Matrix n n ℝ} (hP : PositiveForm P)
    (hQ : PositiveForm Q) (h : P * E * (F * Fᵀ) + C * Cᵀ * E * Q = 0) : E * F = 0 := by
  have a : trace (Eᵀ * (P * E * (F * Fᵀ))) = trace ((E * F)ᵀ * (P * (E * F))) := by
    calc _ = trace ((Eᵀ * P * E * F) * Fᵀ) := by simp only [Matrix.mul_assoc]
      _ = trace (Fᵀ * (Eᵀ * P * E * F)) := Matrix.trace_mul_comm _ _
      _ = _ := by simp only [Matrix.transpose_mul, Matrix.mul_assoc]
  have b : trace (Eᵀ * (C * Cᵀ * E * Q)) = trace ((Eᵀ * C)ᵀ * (Q * (Eᵀ * C))) := by
    calc _ = trace ((Eᵀ * C) * (Cᵀ * E * Q)) := by simp only [Matrix.mul_assoc]
      _ = trace ((Cᵀ * E * Q) * (Eᵀ * C)) := Matrix.trace_mul_comm _ _
      _ = _ := by simp only [Matrix.transpose_mul, Matrix.transpose_transpose, Matrix.mul_assoc]
  have s : trace (Eᵀ * (P * E * (F * Fᵀ) + C * Cᵀ * E * Q)) = 0 := by
    rw [h, Matrix.mul_zero, Matrix.trace_zero]
  rw [Matrix.mul_add, Matrix.trace_add, a, b] at s
  by_contra hne
  have h1 := trace_form_pos hP hne
  have h2 : 0 ≤ trace ((Eᵀ * C)ᵀ * (Q * (Eᵀ * C))) := by
    by_cases hX : Eᵀ * C = 0
    · simp [hX]
    · exact (trace_form_pos hQ hX).le
  linarith
```

Multiply $PEFF^T+CC^TEQ=0$ by $E^T$ from the left and take the trace. Cyclicity gives
$$\operatorname{tr}\big[(EF)^TP(EF)\big]+\operatorname{tr}\big[(E^TC)^TQ(E^TC)\big]=0.$$
Both terms are nonnegative, and the first is positive unless $EF=0$. The steps `a` and `b` rewrite the two traces.

```lean
variable [DecidableEq n]

/-- For symmetric amplitudes that pass the test, `1 - T²` has the form `CCᵀ` and is
invertible. -/
theorem metric_factor {T : Matrix n n ℝ} (hT : Tᵀ = T) (ht : PassesTest T) :
    ∃ C H : Matrix n n ℝ, 1 - T * T = C * Cᵀ ∧ H * (1 - T * T) = 1 := by
  have hH : T.IsHermitian := by
    rw [Matrix.IsHermitian, Matrix.conjTranspose_eq_transpose_of_trivial]
    exact hT
  -- orthogonal matrix of eigenvectors
  obtain ⟨U, t, hU, hTU⟩ : ∃ (U : Matrix n n ℝ) (t : n → ℝ),
      Uᵀ * U = 1 ∧ T * U = U * diagonal t := by
    refine ⟨Matrix.of fun i j => (hH.eigenvectorBasis j).ofLp i, hH.eigenvalues, ?_, ?_⟩
    · ext i j
      have h := orthonormal_iff_ite.mp hH.eigenvectorBasis.orthonormal i j
      rw [PiLp.inner_apply] at h
      rw [Matrix.mul_apply, Matrix.one_apply, ← h]
      refine Finset.sum_congr rfl fun k _ => ?_
      simp [mul_comm]
    · ext i j
      have h := congrFun (hH.mulVec_eigenvectorBasis j) i
      rw [Pi.smul_apply, smul_eq_mul, mul_comm] at h
      rw [Matrix.mul_diagonal]
      exact h
  have hU' : U * Uᵀ = 1 := mul_eq_one_comm.mp hU
  have hg : ∀ j, 0 < 1 - t j ^ 2 := by
    intro j
    have hlt : |t j| < 1 := by
      apply ht (t j) (fun i => U i j)
      · intro h0
        have h1 := congrFun (congrFun hU j) j
        have h2 : ∀ i, U i j = 0 := fun i => congrFun h0 i
        simp [Matrix.mul_apply, h2] at h1
      · ext i
        have h1 := congrFun (congrFun hTU i) j
        rw [Matrix.mul_diagonal] at h1
        exact h1.trans (mul_comm _ _)
    have h2 := abs_lt.mp hlt
    nlinarith [h2.1, h2.2]
  have hd : diagonal (fun j => 1 - t j ^ 2) = 1 - diagonal t * diagonal t := by
    ext i j
    by_cases h : i = j
    · subst h
      simp [Matrix.diagonal_mul_diagonal, sq]
    · simp [Matrix.diagonal_mul_diagonal, h]
  have hG : 1 - T * T = U * diagonal (fun j => 1 - t j ^ 2) * Uᵀ := by
    have h2 : T * T * U = U * (diagonal t * diagonal t) := by
      rw [Matrix.mul_assoc, hTU, ← Matrix.mul_assoc, hTU, Matrix.mul_assoc]
    have h3 : (1 - T * T) * U = U * diagonal (fun j => 1 - t j ^ 2) := by
      rw [Matrix.sub_mul, Matrix.one_mul, h2, hd, Matrix.mul_sub, Matrix.mul_one]
    rw [← h3, Matrix.mul_assoc, hU', Matrix.mul_one]
  refine ⟨U * diagonal (fun j => √(1 - t j ^ 2)),
    U * diagonal (fun j => (1 - t j ^ 2)⁻¹) * Uᵀ, ?_, ?_⟩
  · have hr : diagonal (fun j => 1 - t j ^ 2)
        = diagonal (fun j => √(1 - t j ^ 2)) * diagonal (fun j => √(1 - t j ^ 2)) := by
      rw [Matrix.diagonal_mul_diagonal]
      congr 1
      ext j
      exact (Real.mul_self_sqrt (hg j).le).symm
    rw [hG, hr, Matrix.transpose_mul, Matrix.diagonal_transpose]
    simp only [Matrix.mul_assoc]
  · have hi : diagonal (fun j => (1 - t j ^ 2)⁻¹) * diagonal (fun j => 1 - t j ^ 2)
        = (1 : Matrix n n ℝ) := by
      rw [Matrix.diagonal_mul_diagonal, ← Matrix.diagonal_one]
      congr 1
      ext j
      exact inv_mul_cancel₀ (hg j).ne'
    rw [hG]
    calc _ = U * diagonal (fun j => (1 - t j ^ 2)⁻¹) * (Uᵀ * U)
          * diagonal (fun j => 1 - t j ^ 2) * Uᵀ := by simp only [Matrix.mul_assoc]
      _ = U * (diagonal (fun j => (1 - t j ^ 2)⁻¹) * diagonal (fun j => 1 - t j ^ 2)) * Uᵀ := by
          rw [hU, Matrix.mul_one]
          simp only [Matrix.mul_assoc]
      _ = 1 := by rw [hi, Matrix.mul_one, hU']
```

Diagonalise $T=U\,\mathrm{diag}(t_j)\,U^T$ with $U$ orthogonal. The test gives $1-t_j^2>0$, so
$$1-T^2=CC^T,\qquad C=U\,\mathrm{diag}\big(\sqrt{1-t_j^2}\big).$$
The matrix `H` is the inverse of $1-T^2$, built from the reciprocals $1/(1-t_j^2)$.

```lean
/-- Let `A + B` and `A - B` have positive quadratic forms. Two symmetric solutions of the
ring equation that both pass the test have the same amplitudes and the same energy. -/
theorem physical_solution_unique {A B T S : Matrix n n ℝ}
    (hp : PositiveForm (A + B)) (hm : PositiveForm (A - B))
    (hT : Tᵀ = T) (hS : Sᵀ = S) (eT : RingEquation A B T) (eS : RingEquation A B S)
    (tT : PassesTest T) (tS : PassesTest S) :
    T = S ∧ ringEnergy B T = ringEnergy B S := by
  obtain ⟨C, H, hC, hH⟩ := metric_factor hT tT
  obtain ⟨F, K, hF, hK⟩ := metric_factor hS tS
  have hH' : (1 - T * T) * H = 1 := mul_eq_one_comm.mp hH
  unfold RingEquation at eT eS
  -- the difference of the two ring equations is linear in T - S
  have hD : (A + T * B) * (T - S) + (T - S) * (A + B * S) = 0 := by
    linear_combination (norm := noncomm_ring) eT - eS
  have hP : (A + T * B) * (1 - T * T) = A + B * T + T * B + T * A * T := by
    have h : (B + A * T + T * A + T * B * T) * T = 0 := by rw [eT, Matrix.zero_mul]
    linear_combination (norm := noncomm_ring) -h
  have hQ : (1 - S * S) * (A + B * S) = A + B * S + S * B + S * A * S := by
    have h : S * (B + A * S + S * A + S * B * S) = 0 := by rw [eS, Matrix.mul_zero]
    linear_combination (norm := noncomm_ring) -h
  have hE : (1 - T * T) * (H * (T - S) * K) * (1 - S * S) = T - S := by
    calc _ = ((1 - T * T) * H) * (T - S) * (K * (1 - S * S)) := by
          simp only [Matrix.mul_assoc]
      _ = T - S := by rw [hH', hK, Matrix.one_mul, Matrix.mul_one]
  have key : (A + B * T + T * B + T * A * T) * (H * (T - S) * K) * (F * Fᵀ)
      + C * Cᵀ * (H * (T - S) * K) * (A + B * S + S * B + S * A * S) = 0 := by
    rw [← hP, ← hQ, ← hC, ← hF]
    calc _ = (A + T * B) * ((1 - T * T) * (H * (T - S) * K) * (1 - S * S))
          + ((1 - T * T) * (H * (T - S) * K) * (1 - S * S)) * (A + B * S) := by
          simp only [Matrix.mul_assoc]
      _ = 0 := by rw [hE, hD]
  have hz := sylvester_zero (dressed_positive hp hm hT) (dressed_positive hp hm hS) key
  have hTS : T = S := by
    apply sub_eq_zero.mp
    rw [← hE, hF, Matrix.mul_assoc, ← Matrix.mul_assoc _ F, hz, Matrix.zero_mul,
      Matrix.mul_zero]
  exact ⟨hTS, by rw [hTS]⟩
```

The hypotheses `hp` and `hm` are the two positivity conditions. The others say that $T$ and $S$ are symmetric, solve the same ring equation and pass the test. The conclusion is $T=S$ with equal energies; existence of such a solution is not claimed.

Subtracting the two ring equations gives `hD`:
$$(A+TB)(T-S)+(T-S)(A+BS)=0.$$
The ring equations also give `hP` and `hQ`:
$$\begin{aligned}(A+TB)(1-T^2)&=A+TB-(AT+TBT)T\\&=A+TB+(B+TA)T=P(T),\\(1-S^2)(A+BS)&=A+BS-S(SA+SBS)\\&=A+BS+S(B+AS)=P(S).\end{aligned}$$
Lean checks these three identities with `noncomm_ring`, which respects the order of matrix factors.

Both $1-T^2$ and $1-S^2$ are invertible, so we may write $T-S=(1-T^2)E(1-S^2)$. Inserting this in `hD` gives `key`:
$$P(T)E(1-S^2)+(1-T^2)EP(S)=0.$$
With $1-T^2=CC^T$ and $1-S^2=FF^T$, `sylvester_zero` yields $EF=0$. Hence $T-S=(1-T^2)EFF^T=0$, and the energies agree.

For RPA calculations in a finite excitation space, two exact solutions for the same $A$ and $B$ that meet these conditions therefore agree, whatever solver produced them. The theorem gives no error bound for a nonzero residual.

```lean
/-- Let `T` be a solution of the ring equation that passes the test and has the inverse `K`. Then
`K` also solves the ring equation, and every real eigenvalue of `K` has modulus greater than 1. -/
theorem inverse_solution {A B T K : Matrix n n ℝ} (hTK : T * K = 1)
    (eT : RingEquation A B T) (tT : PassesTest T) :
    RingEquation A B K ∧
      ∀ (k : ℝ) (v : n → ℝ), v ≠ 0 → K *ᵥ v = k • v → 1 < |k| := by
  have hKT : K * T = 1 := mul_eq_one_comm.mp hTK
  unfold RingEquation at eT ⊢
  constructor
  · calc B + A * K + K * A + K * B * K
        = (K * T) * B * (T * K) + (K * T) * A * K + K * A * (T * K) + K * B * K := by
          simp only [hTK, hKT, Matrix.one_mul, Matrix.mul_one]
      _ = K * (B + A * T + T * A + T * B * T) * K := by noncomm_ring
      _ = 0 := by rw [eT, Matrix.mul_zero, Matrix.zero_mul]
  · intro k v hv hk
    have h1 : v = k • (T *ᵥ v) := by
      rw [← Matrix.mulVec_smul, ← hk, Matrix.mulVec_mulVec, hTK, Matrix.one_mulVec]
    have hk0 : k ≠ 0 := by
      intro h0
      rw [h0, zero_smul] at h1
      exact hv h1
    have h2 : T *ᵥ v = k⁻¹ • v := by
      calc T *ᵥ v = k⁻¹ • (k • (T *ᵥ v)) := by rw [smul_smul, inv_mul_cancel₀ hk0, one_smul]
        _ = k⁻¹ • v := by rw [← h1]
    have h3 := mul_lt_mul_of_pos_left (tT _ v hv h2) (abs_pos.mpr hk0)
    rwa [← abs_mul, mul_inv_cancel₀ hk0, abs_one, mul_one] at h3
```

Let $K=T^{-1}$. Multiplying the ring equation by $K$ on both sides gives $KBK+KA+AK+B=0$, so $K$ is also a solution. If $Kv=kv$ with $v\neq0$, then $k\neq0$ and $Tv=k^{-1}v$. The test on $T$ gives $|k^{-1}|<1$, hence $|k|>1$.

```lean
/-- All matrices here are real and 2×2. For `A = 5·1` and `B` with zero diagonal and off-diagonal
entries 4, `A + B` and `A - B` have positive quadratic forms. The symmetric matrix with zero
diagonal and off-diagonal entries -1/2 solves the ring equation and passes the test, and the one
with zero diagonal and off-diagonal entries -2 is a second solution. -/
theorem physical_solution_witness :
    PositiveForm (!![5, 0; 0, 5] + !![0, 4; 4, 0] : Matrix (Fin 2) (Fin 2) ℝ) ∧
    PositiveForm (!![5, 0; 0, 5] - !![0, 4; 4, 0] : Matrix (Fin 2) (Fin 2) ℝ) ∧
    (!![0, -1/2; -1/2, 0] : Matrix (Fin 2) (Fin 2) ℝ)ᵀ = !![0, -1/2; -1/2, 0] ∧
    RingEquation !![5, 0; 0, 5] !![0, 4; 4, 0] !![0, -1/2; -1/2, 0] ∧
    PassesTest !![0, -1/2; -1/2, 0] ∧
    RingEquation !![5, 0; 0, 5] !![0, 4; 4, 0] !![0, -2; -2, 0] := by
  have key : ∀ v : Fin 2 → ℝ, v ≠ 0 → 0 < v 0 ^ 2 + v 1 ^ 2 := by
    intro v hv
    by_contra h
    apply hv
    have h0 : v 0 ^ 2 = 0 := by linarith [sq_nonneg (v 0), sq_nonneg (v 1)]
    have h1 : v 1 ^ 2 = 0 := by linarith [sq_nonneg (v 0), sq_nonneg (v 1)]
    ext i
    fin_cases i
    · exact (pow_eq_zero_iff two_ne_zero).mp h0
    · exact (pow_eq_zero_iff two_ne_zero).mp h1
  refine ⟨?_, ?_, ?_, ?_, ?_, ?_⟩
  · intro v hv
    have e : v ⬝ᵥ (!![5, 0; 0, 5] + !![0, 4; 4, 0] : Matrix (Fin 2) (Fin 2) ℝ) *ᵥ v
        = 4 * (v 0 + v 1) ^ 2 + (v 0 ^ 2 + v 1 ^ 2) := by
      simp [dotProduct, Matrix.mulVec, Fin.sum_univ_two]
      ring
    rw [e]
    linarith [key v hv, sq_nonneg (v 0 + v 1)]
  · intro v hv
    have e : v ⬝ᵥ (!![5, 0; 0, 5] - !![0, 4; 4, 0] : Matrix (Fin 2) (Fin 2) ℝ) *ᵥ v
        = 4 * (v 0 - v 1) ^ 2 + (v 0 ^ 2 + v 1 ^ 2) := by
      simp [dotProduct, Matrix.mulVec, Fin.sum_univ_two]
      ring
    rw [e]
    linarith [key v hv, sq_nonneg (v 0 - v 1)]
  · ext i j
    fin_cases i <;> fin_cases j <;> simp
  · unfold RingEquation
    ext i j
    fin_cases i <;> fin_cases j <;> simp <;> norm_num
  · intro t v hv h
    have h0 : -1 / 2 * v 1 = t * v 0 := by
      simpa [Matrix.mulVec, dotProduct, Fin.sum_univ_two] using congrFun h 0
    have h1 : -1 / 2 * v 0 = t * v 1 := by
      simpa [Matrix.mulVec, dotProduct, Fin.sum_univ_two] using congrFun h 1
    have h2 : (t ^ 2 - 1 / 4) * (v 0 ^ 2 + v 1 ^ 2) = 0 := by
      linear_combination -(t * v 0 - v 1 / 2) * h0 - (t * v 1 - v 0 / 2) * h1
    have h3 := (mul_eq_zero.mp h2).resolve_right (key v hv).ne'
    exact abs_lt.mpr ⟨by nlinarith, by nlinarith⟩
  · unfold RingEquation
    ext i j
    fin_cases i <;> fin_cases j <;> simp <;> norm_num

end

end RingAmplitudeUniqueness
```

This two-excitation example is a matrix model with numbers chosen for simple arithmetic. Its $B$ has the eigenvalue $-4$, whereas the Coulomb matrix of direct RPA with real orbitals has no negative eigenvalue. Both $A+B$ and $A-B$ have eigenvalues 1 and 9. The first solution has eigenvalues $\pm\tfrac12$ and energy $-2$. Its inverse, the second solution, has eigenvalues $\pm2$ and energy $-8$. Solving the ring equation alone therefore does not fix the energy. The same happens for a single excitation with $A=5$ and $B=4$, which direct RPA allows: $T=-\tfrac12$ and $T=-2$ both solve the equation, with energies $-1$ and $-4$.

```lean
#print axioms RingAmplitudeUniqueness.physical_solution_unique
#print axioms RingAmplitudeUniqueness.inverse_solution
```

```
'RingAmplitudeUniqueness.physical_solution_unique' depends on axioms: [propext, Classical.choice, Quot.sound]
'RingAmplitudeUniqueness.inverse_solution' depends on axioms: [propext, Classical.choice, Quot.sound]
```
